# Sum rules for multicentre bond indices when $PSPS = 2PS$

The multicentre bond index used here is the trace of a cyclic product of atomic blocks of $PS$, with $P$ the spin-summed density matrix and $S$ the overlap matrix. For an arbitrary $P$ no fixed ratio ties sums of three-centre values to the two-centre bond orders or to the total population. When $PSPS = 2PS$, as for a closed-shell single determinant, the Lean file below proves that summing over the last atom gives twice the index with one centre fewer, and that summing over all ordered tuples of $k+1$ atoms, repeated atoms included, gives $2^k\,\mathrm{tr}(PS)$.

```lean
import Mathlib

open Matrix Finset

namespace MulticentreSumRules

variable {R n α : Type*} [CommRing R] [Fintype n] [DecidableEq n] [Fintype α] [DecidableEq α]

/-- Projector onto the basis functions centred on atom `a`, where `c` assigns to each basis
function its atom. -/
def atomProj (c : n → α) (a : α) : Matrix n n R :=
  diagonal fun μ => if c μ = a then 1 else 0

/-- The product `E_A1 M E_A2 M ⋯ E_Ak M` along a list of atoms. -/
def chain (c : n → α) (M : Matrix n n R) (l : List α) : Matrix n n R :=
  (l.map fun a => atomProj c a * M).prod

/-- The multicentre index `tr((PS)_A1A2 (PS)_A2A3 ⋯ (PS)_AkA1)`, written with atomic projectors
as `tr(E_A1 PS E_A2 PS ⋯ E_Ak PS)`. -/
def index (c : n → α) (P S : Matrix n n R) (l : List α) : R :=
  trace (chain c (P * S) l)

omit [Fintype n] in
/-- The atomic projectors add up to the identity. -/
theorem sum_atomProj (c : n → α) : ∑ a, (atomProj c a : Matrix n n R) = 1 := by
  ext i j
  by_cases h : i = j
  · subst h
    simp [Matrix.sum_apply, atomProj]
  · simp [Matrix.sum_apply, atomProj, Matrix.diagonal_apply_ne _ h, Matrix.one_apply_ne h]

omit [Fintype α] in
/-- The one-centre index is the Mulliken population `∑_{μ ∈ A} (PS)_μμ`. -/
theorem index_one (c : n → α) (P S : Matrix n n R) (a : α) :
    index c P S [a] = ∑ μ with c μ = a, (P * S) μ μ := by
  simp only [index, chain, List.map, List.prod_cons, List.prod_nil, mul_one]
  generalize P * S = M
  rw [Matrix.trace, Finset.sum_filter]
  refine Finset.sum_congr rfl fun μ _ => ?_
  simp [atomProj, Matrix.diagonal_mul]

omit [Fintype α] in
/-- The two-centre index is the Mayer sum `∑_{μ ∈ A} ∑_{ν ∈ B} (PS)_μν (PS)_νμ`. -/
theorem index_two (c : n → α) (P S : Matrix n n R) (a b : α) :
    index c P S [a, b] = ∑ μ with c μ = a, ∑ ν with c ν = b, (P * S) μ ν * (P * S) ν μ := by
  simp only [index, chain, List.map, List.prod_cons, List.prod_nil, mul_one]
  generalize P * S = M
  have hE : ∀ (x : α) (i j : n), ((atomProj c x : Matrix n n R) * M : Matrix n n R) i j
      = if c i = x then M i j else 0 := by
    intro x i j
    simp [atomProj, Matrix.diagonal_mul]
  rw [Matrix.trace, Finset.sum_filter]
  refine Finset.sum_congr rfl fun μ _ => ?_
  rw [Matrix.diag_apply, Matrix.mul_apply]
  simp only [hE, Finset.sum_filter]
  by_cases h : c μ = a <;> simp [h]

/-- Summing a chain over the atom at one position removes the projector at that position. -/
theorem sum_chain_insert (c : n → α) (M : Matrix n n R) (l₁ l₂ : List α) :
    ∑ b, chain c M (l₁ ++ b :: l₂) = chain c M l₁ * (M * chain c M l₂) := by
  have hb : ∀ b, chain c M (l₁ ++ b :: l₂)
      = chain c M l₁ * (atomProj c b * (M * chain c M l₂)) := by
    intro b
    simp [chain, mul_assoc]
  simp only [hb]
  rw [← Finset.mul_sum, ← Finset.sum_mul, sum_atomProj, one_mul]

/-- If `PSPS = 2PS`, summing the index over the atom at any position after the first gives
twice the index of the list with that position deleted. -/
theorem sum_index_inner (c : n → α) {P S : Matrix n n R}
    (h : P * S * P * S = (2 : R) • (P * S)) (l₁ l₂ : List α) (a : α) :
    ∑ b, index c P S (l₁ ++ a :: b :: l₂) = 2 * index c P S (l₁ ++ a :: l₂) := by
  have hM : P * S * (P * S) = (2 : R) • (P * S) := by
    rw [← mul_assoc]
    exact h
  have hl : ∀ b, l₁ ++ a :: b :: l₂ = (l₁ ++ [a]) ++ b :: l₂ := by
    intro b
    simp
  simp only [index]
  generalize P * S = M at hM ⊢
  have h0 : ∑ b, chain c M (l₁ ++ a :: b :: l₂)
      = chain c M (l₁ ++ [a]) * (M * chain c M l₂) := by
    rw [← sum_chain_insert]
    exact Finset.sum_congr rfl fun b _ => by rw [hl b]
  -- two factors M are now adjacent
  have h1 : chain c M (l₁ ++ [a]) * (M * chain c M l₂)
      = chain c M l₁ * (atomProj c a * (M * M * chain c M l₂)) := by
    simp [chain, mul_assoc]
  have h2 : chain c M (l₁ ++ a :: l₂)
      = chain c M l₁ * (atomProj c a * (M * chain c M l₂)) := by
    simp [chain, mul_assoc]
  rw [← Matrix.trace_sum, h0, h1, hM, h2, smul_mul_assoc, mul_smul_comm, mul_smul_comm,
    Matrix.trace_smul, smul_eq_mul]

/-- If `PSPS = 2PS`, summing the k-centre index (k ≥ 2) over the last atom gives twice the
(k-1)-centre index of the remaining atoms. -/
theorem sum_index_last (c : n → α) {P S : Matrix n n R}
    (h : P * S * P * S = (2 : R) • (P * S)) (l : List α) (hl : l ≠ []) :
    ∑ b, index c P S (l ++ [b]) = 2 * index c P S l := by
  obtain ⟨l₁, a, rfl⟩ : ∃ l₁ a, l = l₁ ++ [a] := by
    refine ⟨l.dropLast, l.getLast hl, ?_⟩
    exact (List.dropLast_append_getLast hl).symm
  rw [← sum_index_inner c h l₁ [] a]
  exact Finset.sum_congr rfl fun b _ => by simp

/-- The chains summed over all k-tuples of atoms give the k-th power of `M`. -/
theorem sum_chain_tuples (c : n → α) (M : Matrix n n R) (k : ℕ) :
    ∑ A : Fin k → α, chain c M (List.ofFn A) = M ^ k := by
  induction k with
  | zero => simp [chain]
  | succ k ih =>
    -- split a tuple into its first atom and the rest
    have hs : ∑ A : Fin (k + 1) → α, chain c M (List.ofFn A)
        = ∑ p : α × (Fin k → α), atomProj c p.1 * (M * chain c M (List.ofFn p.2)) := by
      symm
      refine Fintype.sum_equiv (Fin.consEquiv fun _ : Fin (k + 1) => α) _ _ fun p => ?_
      simp [chain, List.ofFn_succ, Fin.consEquiv, mul_assoc]
    rw [hs, Fintype.sum_prod_type]
    simp only [← Finset.mul_sum, ih]
    rw [← Finset.sum_mul, sum_atomProj, one_mul, pow_succ']

/-- If `PSPS = 2PS`, the (k+1)-centre index summed over all tuples of atoms is
`2^k tr(PS)`. -/
theorem sum_index_tuples (c : n → α) {P S : Matrix n n R}
    (h : P * S * P * S = (2 : R) • (P * S)) (k : ℕ) :
    ∑ A : Fin (k + 1) → α, index c P S (List.ofFn A) = 2 ^ k * trace (P * S) := by
  have hM : P * S * (P * S) = (2 : R) • (P * S) := by
    rw [← mul_assoc]
    exact h
  simp only [index]
  generalize P * S = M at hM ⊢
  -- M^(j+1) = 2^j M
  have hp : ∀ j : ℕ, M ^ (j + 1) = (2 : R) ^ j • M := by
    intro j
    induction j with
    | zero => simp
    | succ j ih => rw [pow_succ M, ih, smul_mul_assoc, hM, smul_smul, pow_succ]
  rw [← Matrix.trace_sum, sum_chain_tuples, hp, Matrix.trace_smul, smul_eq_mul]

/-- If `PSPS = 2PS`, the two-centre indices from atom `a` to all other atoms add up to twice
the one-centre index of `a` minus the two-centre index of `a` with itself. -/
theorem sum_bond_orders (c : n → α) {P S : Matrix n n R}
    (h : P * S * P * S = (2 : R) • (P * S)) (a : α) :
    ∑ b ∈ univ.erase a, index c P S [a, b] = 2 * index c P S [a] - index c P S [a, a] := by
  have h1 : ∑ b, index c P S [a, b] = 2 * index c P S [a] :=
    sum_index_inner c h [] [] a
  have h2 : index c P S [a, a] + ∑ b ∈ univ.erase a, index c P S [a, b]
      = ∑ b, index c P S [a, b] :=
    Finset.add_sum_erase univ (fun b => index c P S [a, b]) (mem_univ a)
  linear_combination h1 + h2

/-- Overlap matrix of two normalised functions with overlap `s`. -/
def pairOverlap (s : ℝ) : Matrix (Fin 2) (Fin 2) ℝ := !![1, s; s, 1]

/-- Density matrix of the doubly occupied symmetric combination of the two functions. -/
noncomputable def pairDensity (s : ℝ) : Matrix (Fin 2) (Fin 2) ℝ :=
  !![(1 + s)⁻¹, (1 + s)⁻¹; (1 + s)⁻¹, (1 + s)⁻¹]

/-- With one function on each of two atoms and `1 + s ≠ 0`, the pair density satisfies
`PSPS = 2PS`, has two-centre index 1 and `tr(PS) = 2`. -/
theorem closedShell_witness (s : ℝ) (hs : 1 + s ≠ 0) :
    pairDensity s * pairOverlap s * pairDensity s * pairOverlap s
        = (2 : ℝ) • (pairDensity s * pairOverlap s) ∧
      index (id : Fin 2 → Fin 2) (pairDensity s) (pairOverlap s) [0, 1] = 1 ∧
      trace (pairDensity s * pairOverlap s) = 2 := by
  have hPS : pairDensity s * pairOverlap s = !![1, 1; 1, 1] := by
    ext i j
    fin_cases i <;> fin_cases j <;>
      simp [pairDensity, pairOverlap, Matrix.mul_apply, Fin.sum_univ_succ] <;>
      field_simp <;> ring
  refine ⟨?_, ?_, ?_⟩
  · rw [mul_assoc (pairDensity s * pairOverlap s), hPS]
    ext i j
    fin_cases i <;> fin_cases j <;> simp [Matrix.mul_apply, Fin.sum_univ_succ] <;> norm_num
  · rw [index_two, hPS]
    simp [Finset.sum_filter]
  · rw [hPS]
    norm_num [Matrix.trace_fin_two]

end MulticentreSumRules
```

```lean
#print axioms MulticentreSumRules.index_one
-- 'MulticentreSumRules.index_one' depends on axioms: [propext, Classical.choice, Quot.sound]
#print axioms MulticentreSumRules.sum_index_last
-- 'MulticentreSumRules.sum_index_last' depends on axioms: [propext, Classical.choice, Quot.sound]
#print axioms MulticentreSumRules.sum_index_tuples
-- 'MulticentreSumRules.sum_index_tuples' depends on axioms: [propext, Classical.choice, Quot.sound]
#print axioms MulticentreSumRules.sum_bond_orders
-- 'MulticentreSumRules.sum_bond_orders' depends on axioms: [propext, Classical.choice, Quot.sound]
```

## The index and its two sum rules

The basis functions $\mu, \nu$ run over a finite type `n`, the atoms over a finite type `α`, and `c : n → α` gives the atom $c(\mu)$ on which function $\mu$ is centred. The matrices $P$ and $S$ are square over `n` with entries in a commutative ring `R`, so real and complex matrices are both covered. Write $M = PS$.

For an atom $A$, `atomProj c a` is the diagonal matrix $E_A$ with $(E_A)_{\mu\mu} = 1$ if $c(\mu) = A$ and $0$ otherwise. For a list of atoms $\ell = (A_1, \dots, A_m)$, `chain` is the ordered product and `index` is its trace:

$$C(\ell) = E_{A_1} M\, E_{A_2} M \cdots E_{A_m} M, \qquad I(\ell) = \mathrm{tr}\, C(\ell).$$

Since $(E_A M)_{\mu\nu}$ equals $M_{\mu\nu}$ for $\mu$ on $A$ and vanishes otherwise, the trace restricts the $i$-th summation index to atom $A_i$. This is the cyclic block trace $\mathrm{tr}(M_{A_1A_2} M_{A_2A_3} \cdots M_{A_mA_1})$, where $M_{AB}$ is the block with rows on $A$ and columns on $B$. The projector form is the definition for every $m$, and the expansion into entries is proved for the two shortest cases. `index_one` gives the Mulliken population and `index_two` the Mayer sum:

$$q_A = I(A) = \sum_{\mu \in A} M_{\mu\mu}, \qquad B_{AB} = I(A,B) = \sum_{\mu \in A} \sum_{\nu \in B} M_{\mu\nu} M_{\nu\mu}.$$

With $S = 1$ and a real symmetric $P$ the second sum is $\sum P_{\mu\nu}^2$, the Wiberg form.

Under the hypothesis `P * S * P * S = (2 : R) • (P * S)`, the theorem `sum_index_last` states that for $m \ge 1$

$$\sum_B I(A_1, \dots, A_m, B) = 2\, I(A_1, \dots, A_m).$$

The condition `l ≠ []` is this $m \ge 1$. For the empty list $C$ is the identity and $I$ counts the basis functions, whereas $\sum_B I(B) = \mathrm{tr}\,M$. The theorem `sum_index_inner` gives the same factor 2 for any position that has an atom $A$ directly before it, with arbitrary lists $\ell_1$ and $\ell_2$ on either side: $\sum_B I(\ell_1, A, B, \ell_2) = 2\, I(\ell_1, A, \ell_2)$. Summation over the first position is not stated. The theorem `sum_index_tuples` sums over functions `A : Fin (k + 1) → α`, that is over tuples $(A_0, \dots, A_k)$, for every $k \ge 0$:

$$\sum_{A_0, \dots, A_k} I(A_0, \dots, A_k) = 2^k\, \mathrm{tr}(PS).$$

In terms of the number of centres $K = k+1$ the factor is $2^{K-1}$, and $k = 0$ says that the populations add up to $\mathrm{tr}(PS)$. Finally `sum_bond_orders` states $\sum_{B \ne A} B_{AB} = 2 q_A - B_{AA}$.

All sums run over every atom of the system, those already in the list included, and tuples are ordered. The index has no prefactor and no sum over permutations of the atoms, so a definition with another normalisation or with a sum over permutations can have different constants.

## Double occupation as the source of the factor 2

Let the columns of a real matrix $U$ hold the coefficients of the occupied orbitals, orthonormal in the metric $S$, so that $U^{\mathsf T} S U = 1$. If each holds two electrons, $P = 2 U U^{\mathsf T}$, and

$$PSP = 4\, U (U^{\mathsf T} S U) U^{\mathsf T} = 4\, U U^{\mathsf T} = 2P.$$

Multiplying by $S$ on the right gives $PSPS = 2PS$, that is $M^2 = 2M$, so $M/2 = U U^{\mathsf T} S$ is a projector, orthogonal in the metric $S$ but in general not a symmetric matrix. Also $\mathrm{tr}(PS) = 2\,\mathrm{tr}(U^{\mathsf T} S U)$ is twice the number of occupied orbitals, the electron count. This passage from orbitals to the hypothesis and to the electron count is background to the theorems, which take $PSPS = 2PS$ as given and leave $\mathrm{tr}(PS)$ as a trace. They need neither symmetry of $P$ and $S$ nor invertibility or positivity of $S$.

The rules therefore apply to restricted closed-shell Hartree–Fock and Kohn–Sham densities with integer occupations, in a finite basis where each function belongs to exactly one atom. The total density of an open-shell state, a correlated density and a density with fractional occupations generally violate the hypothesis.

The theorem `closedShell_witness` exhibits a case. Two normalised functions with real overlap $s$ sit on atoms 0 and 1, one each, which is why the atom map is `id`. For $1 + s > 0$ the normalised symmetric orbital has coefficients $(1,1)/\sqrt{2(1+s)}$, and double occupation gives all four entries of $P$ the value $1/(1+s)$, which is `pairDensity s`. Each entry of $PS$ is then $(1+s)/(1+s) = 1$. The theorem states $PSPS = 2PS$, $I(0,1) = 1$ and $\mathrm{tr}(PS) = 2$ for every $s$ with $1 + s \ne 0$, a range wider than the physical $|s| < 1$. With all entries of $M$ equal to 1, each of the $2^{k+1}$ tuples contributes 1, in agreement with $2^k \cdot 2$, and the empty list would give $2$ on the left of the last-atom rule against $4$ on the right.

## Removing a projector

Every function belongs to exactly one atom, so $\sum_B E_B = 1$. This is `sum_atomProj`, proved entry by entry with a case split between diagonal and off-diagonal positions.

A chain factorises at any position, $C(\ell_1, B, \ell_2) = C(\ell_1)\, E_B\, M\, C(\ell_2)$, and only $E_B$ depends on $B$. Hence

$$\sum_B C(\ell_1, B, \ell_2) = C(\ell_1) \Big(\sum_B E_B\Big) M\, C(\ell_2) = C(\ell_1)\, M\, C(\ell_2).$$

In `sum_chain_insert` the factorisation is `hb`, and `Finset.mul_sum` and `Finset.sum_mul` move the sum onto the projector. No hypothesis on $M$ enters.

If an atom $A$ precedes $B$, the left factor ends in $E_A M$, and two copies of $M$ become adjacent:

$$\sum_B C(\ell_1, A, B, \ell_2) = C(\ell_1)\, E_A\, M M\, C(\ell_2) = 2\, C(\ell_1)\, E_A M\, C(\ell_2) = 2\, C(\ell_1, A, \ell_2).$$

Taking the trace gives `sum_index_inner`. There `hM` rebrackets the hypothesis as $M M = 2M$, `h0` removes the projector using the list `l₁ ++ [a]` as the left part, `h1` exposes `M * M`, and `h2` recognises the shorter chain. The last `rw` exchanges sum and trace by `Matrix.trace_sum` and carries the scalar 2 out through the products and the trace. Cyclicity of the trace is never used, because the identity already holds for the matrices. `sum_index_last` writes a nonempty list as `l₁ ++ [a]` and takes $\ell_2$ empty. `sum_bond_orders` takes both outer lists empty, which gives $\sum_B B_{AB} = 2 q_A$, separates the term $B = A$ by `Finset.add_sum_erase`, and adds the two equations with `linear_combination h1 + h2`.

For the full sum, let $T_k$ be the sum of $C$ over all $k$-tuples. The only 0-tuple gives the empty product, $T_0 = 1$. Splitting off the first atom $A$,

$$T_{k+1} = \sum_A E_A\, M\, T_k = M\, T_k,$$

so $T_k = M^k$ for any $M$, which is `sum_chain_tuples`. The hypothesis enters through `hp` in `sum_index_tuples`: $M^{0+1} = M$, and if $M^{j+1} = 2^j M$ then $M^{j+2} = 2^j M M = 2^{j+1} M$. The trace of $T_{k+1} = 2^k M$ is the stated value.

## Splitting a tuple with `Fin.consEquiv`

The step $\sum_{A_0, \dots, A_k} = \sum_{A_0} \sum_{A_1, \dots, A_k}$ is pure notation in ordinary mathematics. In Lean the left side is a single sum over the type `Fin (k + 1) → α`, and the right side lives on the different type `α × (Fin k → α)`. `Fin.consEquiv` is the bijection from pairs to tuples that puts the atom at position 0 and shifts the rest up by one. `Fintype.sum_equiv` says that two sums agree when a bijection matches their terms, and since the bijection starts from pairs, `hs` first applies `symm`. The matching of terms comes from `List.ofFn_succ`, which writes the list of a tuple as its entry 0 followed by the list of the remaining entries, so that the chain begins with $E_{A_0} M$. `Fintype.sum_prod_type` then turns the sum over pairs into a double sum, the induction hypothesis `ih` replaces the inner one by $M^k$, and `pow_succ'` identifies $M \cdot M^k$ with $M^{k+1}$.

## Checking a population-analysis program

A program need not build $E_A$. It can form $M = PS$ once, store the list of function indices for each atom, extract the blocks $M_{AB}$, multiply them around the ring and take the trace. The sum rules then give a consistency check: for a closed-shell determinant each row of the table $B_{AB}$, diagonal entry included, must add up to $2 q_A$, and the three-centre values summed over the last atom must give $2 B_{AB}$, up to rounding. Omitting tuples with repeated atoms in general spoils the comparison. The check can expose index lists that skip or repeat a function, or a matrix that violates $M^2 = 2M$. It cannot detect a function assigned to the wrong atom, because the rules hold for every map $c$, nor a three-centre ring multiplied in the reverse order, because the sum $\sum_X I(A,X,B)$ over all atoms $X$ is also $2 B_{AB}$ by `sum_index_inner`. If the density $D$ of a closed-shell determinant is stored per spin, it satisfies $DSDS = DS$, and the theorems apply to $P = 2D$. For a density that violates the hypothesis, removal of the projector still works, and the row defect is

$$2 q_A - \sum_B B_{AB} = \sum_{\mu \in A} (2M - M^2)_{\mu\mu},$$

the share of atom $A$ in the trace of $2M - M^2$.
